# Shells of positive radius around a triangular-lattice site hold a multiple of six sites, and their labels are closed under multiplication

At low density, a two-dimensional uniform electron gas is expected to form a triangular Wigner crystal. Its electrostatic energy involves sums over the distances from one electron to the others. Sites at equal distance form a shell and contribute equally, so such a sum can be organised by which shells occur and how many sites each holds. A shell is labelled by its squared radius in units of the squared lattice constant. Here the electrons are fixed points on a perfect lattice, without zero-point motion.

```lean
import Mathlib

namespace TriangularWignerCrystal
```

A site is labelled by two integers (a, b). In Lean this is a pair `p` of type `ℤ × ℤ`, with a = `p.1` and b = `p.2`.

```lean
/-- The squared distance from the origin of the site with indices `(a, b)`, in units of the
squared lattice constant: `a² + ab + b²`. -/
def normForm (p : ℤ × ℤ) : ℤ := p.1 ^ 2 + p.1 * p.2 + p.2 ^ 2
```

Despite its name, `normForm` is a squared length, in units of the squared lattice constant:

Q(a, b) = a² + ab + b².

```lean
/-- The site `a e₁ + b e₂` of the triangular lattice with lattice constant `L`, as a point of the
complex plane, where `e₁ = L` and `e₂ = L (1/2 + i √3/2)`. -/
noncomputable def site (L : ℝ) (p : ℤ × ℤ) : ℂ :=
  ⟨L * (p.1 + p.2 / 2), L * (√3 / 2 * p.2)⟩
```

With u = e^{iπ/3} = 1/2 + i√3/2, the site is the complex number L(a + bu), given by its real and imaginary parts. Physically the lattice constant L is positive; the theorems allow any real L.

```lean
/-- The map `(a, b) ↦ (-b, a + b)` on site indices. -/
def rot (p : ℤ × ℤ) : ℤ × ℤ := (-p.2, p.1 + p.2)
```

`rot` acts on labels. That it is a rotation of the lattice is proved below.

```lean
/-- The shell `m`: the index pairs in the box `|a|, |b| ≤ m` with `a² + ab + b² = m`. -/
noncomputable def shell (m : ℤ) : Finset (ℤ × ℤ) :=
  (Finset.Icc (-m) m ×ˢ Finset.Icc (-m) m).filter (fun p => normForm p = m)
```

`shell m` collects the solutions of Q = m in a finite box. The label m is the squared radius over L², not the ordinal number of the neighbour shell.

```lean
/-- The part of the shell `m` in the 60 degree wedge `a > 0`, `b ≥ 0`. -/
noncomputable def wedge (m : ℤ) : Finset (ℤ × ℤ) :=
  (shell m).filter (fun p => 0 < p.1 ∧ 0 ≤ p.2)
```

The wedge includes its edge b = 0 but not the next edge, a = 0, so no site is counted twice.

## Distance and rotation

```lean
/-- The squared distance of a lattice site from the origin is `L² (a² + ab + b²)`. -/
theorem normSq_site (L : ℝ) (p : ℤ × ℤ) :
    Complex.normSq (site L p) = L ^ 2 * (normForm p : ℝ) := by
  have h : √3 * √3 = (3 : ℝ) := Real.mul_self_sqrt (by norm_num)
  simp only [site, Complex.normSq_mk, normForm]
  push_cast
  linear_combination (L ^ 2 * (p.2 : ℝ) ^ 2 / 4) * h
```

`Complex.normSq` is |z|². By hand,

L²[(a + b/2)² + 3b²/4] = L²(a² + ab + b²).

Lean does the same algebra, with √3·√3 = 3 supplied as `h`.

```lean
/-- The index map `(a, b) ↦ (-b, a + b)` rotates the lattice by 60 degrees about the origin. -/
theorem site_rot (L : ℝ) (p : ℤ × ℤ) :
    site L (rot p) = Complex.exp ((Real.pi / 3 : ℝ) * Complex.I) * site L p := by
  have h : √3 * √3 = (3 : ℝ) := Real.mul_self_sqrt (by norm_num)
  have he : Complex.exp ((Real.pi / 3 : ℝ) * Complex.I) = ⟨1 / 2, √3 / 2⟩ :=
    Complex.ext ((Complex.exp_ofReal_mul_I_re _).trans Real.cos_pi_div_three)
      ((Complex.exp_ofReal_mul_I_im _).trans Real.sin_pi_div_three)
  rw [he]
  apply Complex.ext
  · simp only [site, rot, Complex.mul_re]
    push_cast
    linear_combination (L * (p.2 : ℝ) / 4) * h
  · simp only [site, rot, Complex.mul_im]
    push_cast
    ring
```

Since u² = u − 1,

u(a + bu) = au + b(u − 1) = −b + (a + b)u.

Lean compares real and imaginary parts after inserting the cosine and sine of π/3.

```lean
/-- The shell `m` contains every index pair with `a² + ab + b² = m`: the box cuts nothing off. -/
theorem mem_shell (m : ℤ) (p : ℤ × ℤ) : p ∈ shell m ↔ normForm p = m := by
  obtain ⟨a, b⟩ := p
  simp only [shell, Finset.mem_filter, Finset.mem_product, Finset.mem_Icc,
    and_iff_right_iff_imp]
  intro h
  simp only [normForm] at h
  -- completing the square bounds each index linearly in `m`
  have h1 : 6 * a - 3 ≤ 4 * m := by nlinarith [sq_nonneg (a - 1), sq_nonneg (a + 2 * b)]
  have h2 : -6 * a - 3 ≤ 4 * m := by nlinarith [sq_nonneg (a + 1), sq_nonneg (a + 2 * b)]
  have h3 : 6 * b - 3 ≤ 4 * m := by nlinarith [sq_nonneg (b - 1), sq_nonneg (b + 2 * a)]
  have h4 : -6 * b - 3 ≤ 4 * m := by nlinarith [sq_nonneg (b + 1), sq_nonneg (b + 2 * a)]
  refine ⟨⟨?_, ?_⟩, ⟨?_, ?_⟩⟩ <;> omega
```

This says that the box loses no solutions. If Q(a, b) = m, then

4m = 3a² + (a + 2b)² ≥ 3a² ≥ 6a − 3,

where the last step is 3(a − 1)² ≥ 0. The same bound holds for −a, b and −b. Adding the bounds for a and −a gives 8m ≥ −6, so m ≥ 0. If a ≥ m + 1, then 4m ≥ 6m + 3, which is impossible; the other three cases are identical. `nlinarith` finds the bounds and `omega` finishes the integer argument.

## Counting by sixfold symmetry

```lean
/-- The sum of any function over a shell is unchanged when the sites are rotated by 60 degrees. -/
theorem sum_rot {A : Type*} [AddCommMonoid A] (m : ℤ) (f : ℤ × ℤ → A) :
    ∑ p ∈ shell m, f (rot p) = ∑ p ∈ shell m, f p := by
  refine Finset.sum_nbij' rot (fun p => (p.1 + p.2, -p.1)) ?_ ?_ ?_ ?_ ?_
  · intro p hp
    rw [mem_shell] at hp ⊢
    simp only [normForm, rot] at hp ⊢
    linear_combination hp
  · intro p hp
    rw [mem_shell] at hp ⊢
    simp only [normForm] at hp ⊢
    linear_combination hp
  · intro p _
    exact Prod.ext (by simp only [rot]; ring) (by simp only [rot]; ring)
  · intro p _
    exact Prod.ext (by simp only [rot]; ring) (by simp only [rot]; ring)
  · intro p _
    rfl
```

Rotation preserves Q:

b² − b(a + b) + (a + b)² = a² + ab + b².

Its inverse is (a, b) ↦ (a + b, −a), so it permutes each shell and only reorders the sum. The lemma supplies both maps and checks these facts.

```lean
/-- For `m > 0` the shell `m` has six times as many sites as its 60 degree wedge. -/
theorem card_shell (m : ℤ) (hm : 0 < m) : (shell m).card = 6 * (wedge m).card := by
  let f : ℤ × ℤ → ℕ := fun p => if 0 < p.1 ∧ 0 ≤ p.2 then 1 else 0
  -- as `m > 0`, exactly one of the six rotated images of a site of the shell lies in the wedge
  have key : ∀ p ∈ shell m, 1 = f p + f (rot p) + f (rot (rot p)) + f (rot (rot (rot p)))
      + f (rot (rot (rot (rot p)))) + f (rot (rot (rot (rot (rot p))))) := by
    rintro ⟨a, b⟩ hp
    have hne : ¬(a = 0 ∧ b = 0) := by
      rintro ⟨rfl, rfl⟩
      rw [mem_shell] at hp
      norm_num [normForm] at hp
      omega
    simp only [f, rot]
    split_ifs <;> omega
  have h1 := sum_rot m f
  have h2 := sum_rot m (fun p => f (rot p))
  have h3 := sum_rot m (fun p => f (rot (rot p)))
  have h4 := sum_rot m (fun p => f (rot (rot (rot p))))
  have h5 := sum_rot m (fun p => f (rot (rot (rot (rot p)))))
  beta_reduce at h2 h3 h4 h5
  calc (shell m).card = ∑ p ∈ shell m, 1 := Finset.card_eq_sum_ones _
    _ = _ := Finset.sum_congr rfl key
    _ = 6 * ∑ p ∈ shell m, f p := by
        simp only [Finset.sum_add_distrib]
        linarith
    _ = 6 * (wedge m).card := by simp only [f, wedge, Finset.card_filter]
```

The six images of (a, b) are

(a, b), (−b, a + b), (−a − b, a), (−a, −b), (b, −a − b), (a + b, −a).

They lie in the wedge, respectively, when

- a > 0, b ≥ 0
- b < 0, a + b ≥ 0
- a + b < 0, a ≥ 0
- a < 0, b ≤ 0
- b > 0, a + b ≤ 0
- a + b > 0, a ≤ 0

Exactly one condition holds for each (a, b) ≠ (0, 0). This is `key`, with `f` equal to 1 in the wedge and 0 elsewhere. Summing over the shell gives six sums, all equal by `sum_rot`, so the shell has six times as many sites as its wedge.

```lean
/-- Shell structure of the triangular lattice: for every `m > 0` the integer pairs with
`a² + ab + b² = m` are finite in number and their number is divisible by 6, and the product of
two positive integers represented by `a² + ab + b²` is again represented. -/
theorem shell_structure :
    (∀ m : ℤ, 0 < m → {p : ℤ × ℤ | p.1 ^ 2 + p.1 * p.2 + p.2 ^ 2 = m}.Finite ∧
      6 ∣ {p : ℤ × ℤ | p.1 ^ 2 + p.1 * p.2 + p.2 ^ 2 = m}.ncard) ∧
    (∀ m ∈ {k : ℤ | 0 < k ∧ ∃ a b : ℤ, a ^ 2 + a * b + b ^ 2 = k},
      ∀ n ∈ {k : ℤ | 0 < k ∧ ∃ a b : ℤ, a ^ 2 + a * b + b ^ 2 = k},
        m * n ∈ {k : ℤ | 0 < k ∧ ∃ a b : ℤ, a ^ 2 + a * b + b ^ 2 = k}) := by
  constructor
  · intro m hm
    have h : {p : ℤ × ℤ | p.1 ^ 2 + p.1 * p.2 + p.2 ^ 2 = m} = ↑(shell m) :=
      Set.ext fun p => (mem_shell m p).symm
    rw [h, Set.ncard_coe_finset]
    exact ⟨(shell m).finite_toSet, ⟨_, card_shell m hm⟩⟩
  · rintro m ⟨hm, a, b, rfl⟩ n ⟨hn, c, d, rfl⟩
    -- multiply the two sites as complex numbers
    exact ⟨mul_pos hm hn, a * c - b * d, a * d + b * c + b * d, by ring⟩
```

The first part states finiteness and divisibility by 6 for the full solution set, whose size is `ncard`. It follows from `mem_shell` and `card_shell`. An empty shell is allowed, with size 0.

The second part says that if m and n are positive labels of occupied shells, so is mn. Multiplying two sites gives

(a + bu)(c + du) = (ac − bd) + (ad + bc + bd)u,

and squared moduli multiply. Lean takes these two coefficients as the indices of a site in shell mn, and `ring` checks the identity.

## Radial sums and small shells

```lean
/-- A radial lattice sum over all sites with `0 < a² + ab + b² ≤ M` is six times the sum over
shells, each weighted by the number of its sites in the 60 degree wedge. -/
theorem lattice_sum_by_shells (M : ℤ) (g : ℤ → ℝ) (D : Finset (ℤ × ℤ))
    (hD : ∀ p, p ∈ D ↔ 0 < normForm p ∧ normForm p ≤ M) :
    ∑ p ∈ D, g (normForm p) = 6 * ∑ m ∈ Finset.Icc 1 M, ((wedge m).card : ℝ) * g m := by
  have hmaps : ∀ p ∈ D, normForm p ∈ Finset.Icc 1 M := by
    intro p hp
    have h := (hD p).1 hp
    rw [Finset.mem_Icc]
    omega
  -- group the sites of the disc by shell
  rw [← Finset.sum_fiberwise_of_maps_to hmaps (fun p => g (normForm p)), Finset.mul_sum]
  refine Finset.sum_congr rfl fun m hm => ?_
  rw [Finset.mem_Icc] at hm
  have hs : D.filter (fun p => normForm p = m) = shell m := by
    ext p
    rw [Finset.mem_filter, hD, mem_shell]
    omega
  have hc : ∑ p ∈ shell m, g (normForm p) = ∑ p ∈ shell m, g m :=
    Finset.sum_congr rfl fun p hp => by rw [(mem_shell m p).1 hp]
  rw [hs, hc, Finset.sum_const, nsmul_eq_mul, card_shell m (by omega)]
  push_cast
  ring
```

`D` is the disc Q ≤ M without its centre, and `g` is any real function of the shell label. Grouping sites by shell gives

∑_{0 < Q(a,b) ≤ M} g(Q(a, b)) = 6 ∑_{m=1}^{M} w(m) g(m),

where w(m) is the number of wedge sites. The choice g(m) = m^(−s), with s real, gives the truncated Epstein zeta function; s = 1/2 is the bare Coulomb sum in units of 1/L. Reaching the electrostatic energy per electron still requires the limit M → ∞ with the neutralising background included, and a factor 1/2 against double counting.

```lean
/-- The shells `m = 0, 1, 2, 7` hold 1, 6, 0 and 12 sites. -/
theorem small_shells : (shell 0).card = 1 ∧ (shell 1).card = 6 ∧ (shell 2).card = 0 ∧
    (shell 7).card = 12 := by
  decide +kernel

end TriangularWignerCrystal
```

Lean evaluates these four counts directly. Shell 0 contains only the origin, and 6 does not divide 1, so the divisibility statement fails if m = 0 is admitted. Shell 2 is empty. Shell 7 has the two wedge sites (1, 2) and (2, 1), hence twelve sites in all.

```lean
#print axioms TriangularWignerCrystal.site_rot
#print axioms TriangularWignerCrystal.shell_structure
#print axioms TriangularWignerCrystal.lattice_sum_by_shells
#print axioms TriangularWignerCrystal.small_shells
```

```
'TriangularWignerCrystal.site_rot' depends on axioms: [propext, Classical.choice, Quot.sound]
'TriangularWignerCrystal.shell_structure' depends on axioms: [propext, Classical.choice, Quot.sound]
'TriangularWignerCrystal.lattice_sum_by_shells' depends on axioms: [propext, Classical.choice, Quot.sound]
'TriangularWignerCrystal.small_shells' depends on axioms: [propext, Classical.choice, Quot.sound]
```
